# For a vector current, the one-photon amplitude between two states of zero angular momentum vanishes

A rotation is modelled as a real $3\times3$ matrix $R$ with $R^{\mathsf T}R=1$ and $\det R=1$, and the photon enters only through its wave vector $k\in\mathbb R^3$ and its polarisation $e\in\mathbb C^3$, contracted with a vector amplitude $F(k)\in\mathbb C^3$. If $F(Rk)=R\,F(k)$ for every rotation, then $F(k)$ is a complex multiple of $k$, and $e\cdot F(k)=0$ whenever $e\cdot k=0$.

```lean
import Mathlib

open Matrix

namespace ZeroToZeroPhoton

noncomputable section

/-- A rotation of space: a real orthogonal 3x3 matrix of determinant 1. -/
def IsRotation (R : Matrix (Fin 3) (Fin 3) ℝ) : Prop := Rᵀ * R = 1 ∧ R.det = 1

/-- A real vector regarded as a complex one. -/
def toComplex (k : Fin 3 → ℝ) : Fin 3 → ℂ := fun i => (k i : ℂ)

/-- A complex vector amplitude `F(k)` is covariant if `F(Rk) = R F(k)` for every rotation. -/
def IsCovariant (F : (Fin 3 → ℝ) → Fin 3 → ℂ) : Prop :=
  ∀ R, IsRotation R → ∀ k, F (R *ᵥ k) = R.map Complex.ofRealHom *ᵥ F k

/-- The rotation by 180 degrees about the axis `n`, for `n ≠ 0`. -/
def halfTurn (n : Fin 3 → ℝ) : Matrix (Fin 3) (Fin 3) ℝ :=
  (2 / (n ⬝ᵥ n)) • vecMulVec n n - 1

lemma two_div_mul {n : Fin 3 → ℝ} (hn : n ≠ 0) : 2 / (n ⬝ᵥ n) * (n ⬝ᵥ n) = 2 :=
  div_mul_cancel₀ _ (mt dotProduct_self_eq_zero.mp hn)

/-- The half-turn about a nonzero axis is a rotation. -/
theorem halfTurn_isRotation {n : Fin 3 → ℝ} (hn : n ≠ 0) : IsRotation (halfTurn n) := by
  have ht := two_div_mul hn
  unfold halfTurn
  generalize 2 / (n ⬝ᵥ n) = t at ht ⊢
  have hP : vecMulVec n n * vecMulVec n n = (n ⬝ᵥ n) • vecMulVec n n := by
    ext i j
    simp only [Matrix.mul_apply, vecMulVec_apply, dotProduct, Fin.sum_univ_three,
      Matrix.smul_apply, smul_eq_mul]
    ring
  have hPt : (vecMulVec n n)ᵀ = vecMulVec n n := by
    ext i j
    exact mul_comm _ _
  refine ⟨?_, ?_⟩
  · rw [transpose_sub, transpose_smul, transpose_one, hPt, sub_mul, mul_sub, mul_one, one_mul,
      smul_mul_assoc, mul_smul_comm, hP, smul_smul t (n ⬝ᵥ n), ht]
    module
  · simp only [dotProduct, Fin.sum_univ_three] at ht
    rw [det_fin_three]
    simp [vecMulVec_apply]
    linear_combination ht

lemma halfTurn_apply (n v : Fin 3 → ℝ) (i : Fin 3) :
    (halfTurn n *ᵥ v) i = 2 / (n ⬝ᵥ n) * (n ⬝ᵥ v) * n i - v i := by
  unfold halfTurn
  generalize 2 / (n ⬝ᵥ n) = t
  fin_cases i <;>
    simp [mulVec, dotProduct, Fin.sum_univ_three, vecMulVec_apply, Matrix.one_apply] <;> ring

lemma halfTurn_apply_complex (n : Fin 3 → ℝ) (w : Fin 3 → ℂ) (i : Fin 3) :
    ((halfTurn n).map Complex.ofRealHom *ᵥ w) i
      = ((2 / (n ⬝ᵥ n) : ℝ) : ℂ) * (toComplex n ⬝ᵥ w) * n i - w i := by
  unfold halfTurn
  generalize 2 / (n ⬝ᵥ n) = t
  fin_cases i <;>
    simp [mulVec, dotProduct, Fin.sum_univ_three, vecMulVec_apply, Matrix.one_apply,
      toComplex] <;> ring

/-- If the half-turn about `n ≠ 0` leaves `k` fixed, a covariant amplitude at `k` points
along `n`. -/
theorem parallel_to_axis {F : (Fin 3 → ℝ) → Fin 3 → ℂ} (hF : IsCovariant F)
    {n k : Fin 3 → ℝ} (hn : n ≠ 0) (hk : halfTurn n *ᵥ k = k) :
    ∃ c : ℂ, F k = c • toComplex n := by
  refine ⟨((2 / (n ⬝ᵥ n) : ℝ) : ℂ) * (toComplex n ⬝ᵥ F k) / 2, funext fun i => ?_⟩
  have h := congrFun (hF _ (halfTurn_isRotation hn) k) i
  rw [hk, halfTurn_apply_complex] at h
  simp only [Pi.smul_apply, smul_eq_mul]
  change F k i = _ * (n i : ℂ)
  linear_combination h / 2

/-- A covariant vector amplitude is longitudinal: `F(k)` is a complex multiple of `k`. -/
theorem longitudinal {F : (Fin 3 → ℝ) → Fin 3 → ℂ} (hF : IsCovariant F) (k : Fin 3 → ℝ) :
    ∃ c : ℂ, F k = c • toComplex k := by
  by_cases hk : k = 0
  · -- at k = 0 the amplitude lies along two different axes, so it vanishes
    subst hk
    obtain ⟨c, hc⟩ := parallel_to_axis hF (n := ![1, 0, 0]) (k := 0)
      (fun h => by simpa using congrFun h 0) (mulVec_zero _)
    obtain ⟨d, hd⟩ := parallel_to_axis hF (n := ![0, 1, 0]) (k := 0)
      (fun h => by simpa using congrFun h 1) (mulVec_zero _)
    refine ⟨0, ?_⟩
    rw [zero_smul]
    ext i
    fin_cases i
    · simpa [toComplex] using congrFun hd 0
    · simpa [toComplex] using congrFun hc 1
    · simpa [toComplex] using congrFun hc 2
  · refine parallel_to_axis hF hk (funext fun i => ?_)
    rw [halfTurn_apply]
    linear_combination k i * two_div_mul hk

/-- A covariant amplitude has no component along a polarisation `e` with `e·k = 0`. -/
theorem transverse_vanishes {F : (Fin 3 → ℝ) → Fin 3 → ℂ} (hF : IsCovariant F)
    {k : Fin 3 → ℝ} {e : Fin 3 → ℂ} (he : e ⬝ᵥ toComplex k = 0) : e ⬝ᵥ F k = 0 := by
  obtain ⟨c, hc⟩ := longitudinal hF k
  rw [hc, dotProduct_smul, he, smul_zero]


lemma rotate_back {R : Matrix (Fin 3) (Fin 3) ℝ} (hR : IsRotation R) (k : Fin 3 → ℝ) :
    Rᵀ *ᵥ (R *ᵥ k) = k := by
  rw [mulVec_mulVec, hR.1, one_mulVec]


variable {H : Type*} [NormedAddCommGroup H] [InnerProductSpace ℂ H]

/-- Rotations act by operators `U(R)` preserving inner products, and the current `J(k)`
transforms as a vector field: `U(R) J_i(k) = ∑ j, R_ji J_j(Rk) U(R)`. -/
structure IsVectorCurrent (U : Matrix (Fin 3) (Fin 3) ℝ → H →ₗ[ℂ] H)
    (J : (Fin 3 → ℝ) → Fin 3 → H →ₗ[ℂ] H) : Prop where
  isometry : ∀ R, IsRotation R → ∀ x y, inner ℂ (U R x) (U R y) = inner ℂ x y
  covariant : ∀ R, IsRotation R → ∀ k i x,
    U R (J k i x) = ∑ j, (R j i : ℂ) • J (R *ᵥ k) j (U R x)

/-- A state of angular momentum zero: every rotation leaves it unchanged. -/
def IsSpinZero (U : Matrix (Fin 3) (Fin 3) ℝ → H →ₗ[ℂ] H) (a : H) : Prop :=
  ∀ R, IsRotation R → U R a = a

/-- The matrix element `⟨b|J(k)|a⟩` of the current. -/
def matrixElement (J : (Fin 3 → ℝ) → Fin 3 → H →ₗ[ℂ] H) (b a : H) :
    (Fin 3 → ℝ) → Fin 3 → ℂ := fun k i => inner ℂ b (J k i a)

/-- Between two states of angular momentum zero, the matrix element of a vector current is
a covariant amplitude. -/
theorem matrixElement_covariant {U : Matrix (Fin 3) (Fin 3) ℝ → H →ₗ[ℂ] H}
    {J : (Fin 3 → ℝ) → Fin 3 → H →ₗ[ℂ] H} (hJ : IsVectorCurrent U J) {a b : H}
    (ha : IsSpinZero U a) (hb : IsSpinZero U b) : IsCovariant (matrixElement J b a) := by
  intro R hR k
  have h : matrixElement J b a k
      = Rᵀ.map Complex.ofRealHom *ᵥ matrixElement J b a (R *ᵥ k) := by
    ext i
    change inner ℂ b (J k i a) = _
    rw [← hJ.isometry R hR, hJ.covariant R hR, ha R hR, hb R hR, inner_sum]
    simp only [inner_smul_right]
    simp [mulVec, dotProduct, matrixElement]
  rw [h, mulVec_mulVec, ← Matrix.map_mul, mul_eq_one_comm.mp hR.1,
    Matrix.map_one _ (map_zero _) (map_one _), one_mulVec]

/-- For a vector current `J`, the one-photon amplitude `e·⟨b|J(k)|a⟩` between two states of angular
momentum zero vanishes for every polarisation with `e·k = 0`. -/
theorem zero_to_zero_forbidden {U : Matrix (Fin 3) (Fin 3) ℝ → H →ₗ[ℂ] H}
    {J : (Fin 3 → ℝ) → Fin 3 → H →ₗ[ℂ] H} (hJ : IsVectorCurrent U J) {a b : H}
    (ha : IsSpinZero U a) (hb : IsSpinZero U b) {k : Fin 3 → ℝ} {e : Fin 3 → ℂ}
    (he : e ⬝ᵥ toComplex k = 0) : e ⬝ᵥ matrixElement J b a k = 0 :=
  transverse_vanishes (matrixElement_covariant hJ ha hb) he

/-- Rotations acting on one scalar state together with a triplet of vector states. -/
def scalarVectorAction (R : Matrix (Fin 3) (Fin 3) ℝ) :
    EuclideanSpace ℂ (Unit ⊕ Fin 3) →ₗ[ℂ] EuclideanSpace ℂ (Unit ⊕ Fin 3) where
  toFun x := WithLp.toLp 2 (fromBlocks 1 0 0 (R.map Complex.ofRealHom) *ᵥ x.ofLp)
  map_add' x y := by simp [mulVec_add]
  map_smul' c x := by simp [mulVec_smul]

/-- On the scalar-plus-vector space, `J_i(k) = k_i` is a vector current, and the scalar
basis state has angular momentum zero. -/
theorem isVectorCurrent_witness :
    IsVectorCurrent scalarVectorAction (fun k i => (k i : ℂ) • LinearMap.id) ∧
      IsSpinZero scalarVectorAction (WithLp.toLp 2 (Sum.elim 1 0)) := by
  refine ⟨⟨fun R hR x y => ?_, fun R hR k i x => ?_⟩, fun R _ => ?_⟩
  · have hQ : (R.map Complex.ofRealHom)ᴴ * R.map Complex.ofRealHom = 1 := by
      have hc : (R.map Complex.ofRealHom)ᴴ = Rᵀ.map Complex.ofRealHom := by
        ext i j
        simp
      rw [hc, ← Matrix.map_mul, hR.1, Matrix.map_one _ (map_zero _) (map_one _)]
    have key : ∀ Q : Matrix (Fin 3) (Fin 3) ℂ, Qᴴ * Q = 1 →
        (fromBlocks (1 : Matrix Unit Unit ℂ) 0 0 Q)ᴴ * fromBlocks 1 0 0 Q = 1 := by
      intro Q h
      simp [fromBlocks_conjTranspose, fromBlocks_multiply, h]
    rw [EuclideanSpace.inner_eq_star_dotProduct, EuclideanSpace.inner_eq_star_dotProduct]
    change (fromBlocks 1 0 0 (R.map Complex.ofRealHom) *ᵥ y.ofLp) ⬝ᵥ
      star (fromBlocks 1 0 0 (R.map Complex.ofRealHom) *ᵥ x.ofLp) = _
    rw [star_mulVec, dotProduct_comm, dotProduct_mulVec, vecMul_vecMul, key _ hQ, vecMul_one,
      dotProduct_comm]
  · have h : ∑ j, R j i * (R *ᵥ k) j = k i := congrFun (rotate_back hR k) i
    simp only [LinearMap.smul_apply, LinearMap.id_apply, map_smul, smul_smul,
      ← Finset.sum_smul]
    congr 1
    exact_mod_cast h.symm
  · change WithLp.toLp 2 (fromBlocks 1 0 0 (R.map Complex.ofRealHom) *ᵥ Sum.elim 1 0) = _
    congr 1
    ext (i | i) <;> simp [mulVec, dotProduct, Fintype.sum_sum_type]

end

end ZeroToZeroPhoton
```

## Covariant amplitudes in words

`IsRotation` is the definition of a rotation just given. `IsCovariant F` says that rotating the wave vector rotates the amplitude: $F(Rk)=R\,F(k)$ for all $k$ and all rotations $R$. Since $F(k)$ is complex and $R$ is real, the code lets `R.map Complex.ofRealHom`, the same matrix with its entries read as complex numbers, act on $F(k)$. In the same way `toComplex k` is $k$ read as a complex vector. Nothing is assumed about continuity or smoothness of $F$.

The theorem `longitudinal` states that for every $k$ there is a complex $c$ with $F(k)=c\,k$. This includes $k=0$, where it says $F(0)=0$. The theorem `transverse_vanishes` draws the consequence for polarisations.

The dot product `⬝ᵥ` is $\sum_i e_iF_i$, without complex conjugation. For an emitted photon the amplitude contains $e^*$ in place of $e$. Because $k$ is real, $e^*\cdot k=0$ exactly when $e\cdot k=0$, so the statement serves for emission and absorption, with linear or circular polarisation.

## From an amplitude to a transition

The matter system lives in a complex inner product space `H`. Rotations act on it by linear operators $U(R)$, and its current has components $J_i(k)$, also linear operators on `H`. The structure `IsVectorCurrent` collects two assumptions, for every rotation $R$:

- $U(R)$ preserves inner products, as an operator that represents a rotation should;
- $U(R)J_i(k)=\sum_j R_{ji}\,J_j(Rk)\,U(R)$, the transformation law of the Fourier components of a vector field.

The second condition expresses that the current has no preferred direction built into it. A spin contribution to the current is allowed, provided that it obeys the same law. `IsSpinZero U a` says that $U(R)a=a$ for every rotation, which is what zero total angular momentum means. The word "spin" in this name stands for the total angular momentum, orbital part included: an electronic singlet with nonzero orbital angular momentum does not qualify.

With `matrixElement J b a` for $F_i(k)=\langle b|J_i(k)|a\rangle$, the theorem `zero_to_zero_forbidden` says that $e\cdot\langle b|J(k)|a\rangle=0$ for two states $a$, $b$ of zero total angular momentum and every $e$ with $e\cdot k=0$. Parity plays no part, since only matrices of determinant $1$ are used. The wavelength is arbitrary as well, so the rule is not tied to the dipole approximation.

The amplitude is of first order in the coupling to a single photon, so two-photon transitions are not restricted by it. The operators $J_i(k)$ are defined on all of `H`, an idealisation for currents that contain momentum operators. An external field that singles out a direction generally mixes states of different angular momentum; such mixed states do not have zero total angular momentum, and the theorem does not apply to them. For an isolated atom in a rotationally symmetric model, the result means that a computed transition current between two levels of zero total angular momentum (including nuclear spin, if the model contains it) should have no transverse part at any $k$.

## The derivation with half-turns

For $n\neq0$, the rotation by $180^\circ$ about $n$ is the following matrix $H_n$, not to be confused with the state space `H`:
$$H_n=t\,nn^{\mathsf T}-1,\qquad t=\frac{2}{n\cdot n}.$$
It is symmetric, and since $(nn^{\mathsf T})^2=(n\cdot n)\,nn^{\mathsf T}$ and $t\,(n\cdot n)=2$,
$$H_n^{\mathsf T}H_n=t^2(n\cdot n)\,nn^{\mathsf T}-2t\,nn^{\mathsf T}+1=1.$$
Its determinant is $t\,(n\cdot n)-1=1$, so it is a rotation.

Suppose that $H_nk=k$. Covariance gives
$$F(k)=F(H_nk)=H_nF(k)=t\,(n\cdot F(k))\,n-F(k),$$
and therefore
$$F(k)=\frac{n\cdot F(k)}{n\cdot n}\,n.$$
The amplitude lies along the axis of any half-turn that leaves $k$ fixed.

For $k\neq0$ take $n=k$. Then $H_kk=2k-k=k$, and $F(k)$ is a multiple of $k$. For $k=0$ every half-turn fixes $k$, so $F(0)$ lies along two different coordinate axes and must vanish. In both cases $F(k)=c\,k$, and $e\cdot F(k)=c\,(e\cdot k)=0$ for a transverse polarisation.

It remains to show that the matrix element is covariant. Since $U(R)$ preserves inner products and leaves $a$ and $b$ unchanged,
$$\begin{aligned}
\langle b|J_i(k)|a\rangle&=\langle U(R)b|U(R)J_i(k)a\rangle\\
&=\sum_jR_{ji}\,\langle U(R)b|J_j(Rk)|U(R)a\rangle\\
&=\sum_jR_{ji}\,\langle b|J_j(Rk)|a\rangle .
\end{aligned}$$
This is $F(k)=R^{\mathsf T}F(Rk)$. Multiplying by $R$ and using $RR^{\mathsf T}=1$ gives $F(Rk)=R\,F(k)$.

## The same steps in Lean

`halfTurn_isRotation` checks orthogonality and determinant. It needs $n\neq0$: for $n=0$ Lean's division by zero would turn `halfTurn` into $-1$, an inversion with determinant $-1$. The lemmas `halfTurn_apply` and `halfTurn_apply_complex` give the action $v\mapsto t\,(n\cdot v)\,n-v$ on real and complex vectors.

`parallel_to_axis` is the central step. It applies covariance to the half-turn, replaces $H_nk$ by $k$, and solves for $F(k)$. `longitudinal` then splits into the two cases above. At $k=0$ it uses the axes `![1, 0, 0]` and `![0, 1, 0]`: the first forces components 1 and 2 to vanish, the second component 0.

In `matrixElement_covariant`, the rewrite with `hJ.isometry` inserts $U(R)$ on both sides of the inner product, `hJ.covariant` moves it past the current, and `ha` and `hb` remove it from the states. The lemma `mul_eq_one_comm` turns $R^{\mathsf T}R=1$ into $RR^{\mathsf T}=1$. `zero_to_zero_forbidden` combines this with `transverse_vanishes`.

`isVectorCurrent_witness` supplies an example that satisfies the assumptions. The space is $\mathbb C\oplus\mathbb C^3$, rotations act as $1\oplus R$, and $J_i(k)$ is $k_i$ times the identity. This is a mathematical example and not a physical current: the Fourier components of a Hermitian current density would also satisfy $J_i(k)^\dagger=J_i(-k)$, which the structure does not require. The covariance condition reduces to $R^{\mathsf T}(Rk)=k$, which is `rotate_back`. The scalar basis state is normalised, so its diagonal matrix element is $k$ itself: the longitudinal part need not vanish, even though the transverse part does.

## How `linear_combination` solves for the amplitude

The tactic `linear_combination` proves an equation from known equations when it is told how to combine them. It subtracts the chosen combination from the goal and leaves a polynomial identity, which `ring1` verifies.

In `parallel_to_axis`, the hypothesis `h` reads $F_i=t\,(n\cdot F)\,n_i-F_i$, with all amplitudes taken at $k$, and the goal is $F_i=\tfrac12t\,(n\cdot F)\,n_i$. The call `linear_combination h / 2` says to take half of `h`. The difference of the two sides of the goal is then exactly half the difference of the two sides of `h`, which is the physicist's step of collecting both $F_i$ terms and dividing by two.

The determinant is handled in the same manner. There `generalize` first replaces the quotient $2/(n\cdot n)$ by a plain symbol $t$, keeping only the relation $t\,(n\cdot n)=2$ as `ht`. Expanding the determinant leaves a polynomial in $t$ and the components of $n$, and `linear_combination ht` finishes because $\det H_n-1=t\,(n\cdot n)-2$. No fraction has to be simplified.

```lean
#print axioms ZeroToZeroPhoton.zero_to_zero_forbidden
-- 'ZeroToZeroPhoton.zero_to_zero_forbidden' depends on axioms: [propext, Classical.choice, Quot.sound]
```
